# In a neutral cell of integer point charges, inversion symmetry restricts each fractional dipole component to a multiple of 1/2

Q: To get the spontaneous polarisation of a ferroelectric, I compute the polar structure and a centrosymmetric reference, and subtract. I set the reference to zero by symmetry. What is wrong with that?

A: The reference may carry half a quantum. In a neutral cell of integer point charges, inversion allows dipole components 0 and 1/2 modulo integers, so the reference value has to be evaluated, on the same branch as the polar one.

Q: Show me without any code.

A: Let ion j have integer charge q_j, in units of e, and position x_j in fractional coordinates. The dipole is P = Σ_j q_j x_j. Let a symmetry x ↦ R x + t carry ion j to ion p j, with q_(p j) = q_j, up to a lattice vector g_j with integer components:

x_(p j) = R x_j + t + g_j

Since p only relabels the ions and preserves charges,

P = Σ_j q_(p j) x_(p j) = Σ_j q_j x_(p j) = R P + (Σ_j q_j) t + Σ_j q_j g_j

Neutrality removes the t term, leaving

(R − 1) P = −Σ_j q_j g_j

The right side is an integer vector. For inversion R = −1, so P = ½ Σ_j q_j g_j.

Q: Numbers, please.

A: Take one dimension, with charges +1 at 0.1 and 0.3, and −1 at 0.2 and 0.7. The inversion x ↦ −x + 0.4 swaps the positive ions and fixes the ion at 0.2. It sends 0.7 to −0.3, so that ion has g = 1 and the others have g = 0. The formula gives P = ½ · (−1) = −0.5, and directly

P = 0.1 + 0.3 − 0.2 − 0.7 = −0.5

Describing the last ion by its image at −0.3 gives P = +0.5 instead. The two values differ by an integer, and neither is zero.

Q: Now the formal version. What is a crystal there?

In Lean 4 with Mathlib:

```lean
import Mathlib

open Matrix

namespace CrystalDipoleQuantisation
```

A: A finite set `ι` of ions in one cell, with coordinates indexed by `n`. The lattice is the set of real vectors whose components are all integers, and it is closed under addition and negation.

```lean
/-- The lattice `Z^n` in fractional coordinates: the vectors whose components are all integers. -/
def lattice (n : Type*) : AddSubgroup (n → ℝ) where
  carrier := {v | ∀ i, ∃ k : ℤ, v i = (k : ℝ)}
  add_mem' := fun {a b} ha hb i => by
    obtain ⟨k, hk⟩ := ha i
    obtain ⟨l, hl⟩ := hb i
    exact ⟨k + l, by simp [hk, hl]⟩
  zero_mem' := fun i => ⟨0, by simp⟩
  neg_mem' := fun {a} ha i => by
    obtain ⟨k, hk⟩ := ha i
    exact ⟨-k, by simp [hk]⟩
```

The dipole is the same sum as above. A component of 1/2 means e/2 times the corresponding lattice vector; dividing by the cell volume turns the dipole into a polarisation.

```lean
/-- The dipole `P = ∑ q_j x_j` of a unit cell with integer charges `q_j` at the fractional
positions `x_j`. -/
def dipole {ι n : Type*} [Fintype ι] (q : ι → ℤ) (x : ι → n → ℝ) : n → ℝ :=
  ∑ j, q j • x j
```

Q: And the symmetry? I suspect something convenient has been built in.

A: It has two conditions. `charge` says that p preserves charges, and `position` says that the difference I called g_j lies in the lattice.

```lean
/-- The operation `x ↦ R x + t` carries each ion `j` of the cell to ion `p j`, up to a lattice
vector, and the two ions have the same charge. -/
structure IsSymmetry {ι n : Type*} [Fintype n] (q : ι → ℤ) (x : ι → n → ℝ)
    (R : Matrix n n ℝ) (t : n → ℝ) (p : Equiv.Perm ι) : Prop where
  charge : ∀ j, q (p j) = q j
  position : ∀ j, x (p j) - (R *ᵥ x j + t) ∈ lattice n
```

Nothing requires `R` to preserve lengths, or even to have integer entries. A space-group operation of the crystal is covered if it maps the lattice of the chosen cell to itself, and its matrix then has integer entries. This always holds for a primitive cell, but it can fail for a supercell.

Q: Which periodic image of each ion I list is arbitrary. Does P survive that choice?

A: Modulo the lattice, yes. If each ion moves by a lattice vector, P changes by the sum of those vectors weighted with integer charges. The proof writes the change in that form and uses closure of the lattice under sums and integer multiples. Neutrality isn't needed here, but integer charges are.

```lean
variable {ι n : Type*} [Fintype ι]

/-- Replacing each ion by a lattice translate of itself changes the dipole by a lattice vector. -/
theorem dipole_change_of_cell (q : ι → ℤ) {x y : ι → n → ℝ}
    (h : ∀ j, y j - x j ∈ lattice n) : dipole q y - dipole q x ∈ lattice n := by
  have e : dipole q y - dipole q x = ∑ j, q j • (y j - x j) := by
    simp only [dipole, smul_sub, Finset.sum_sub_distrib]
  rw [e]
  exact sum_mem fun j _ => zsmul_mem (h j) (q j)
```

Q: Where does neutrality enter?

A: In the main theorem, as `hq`. The proof follows the derivation above: `hperm` is the relabelling, `hR` takes R out of the sum, `ht` removes the translation, and `hsum` collects the result as Σ_j q_j g_j = P − R P. The last lines change the sign and use closure of the lattice again.

```lean
variable [Fintype n] [DecidableEq n]

/-- For a neutral cell with integer charges and a symmetry `x ↦ R x + t` of the crystal,
`(R - 1) P` is a lattice vector. -/
theorem dipole_symmetry {q : ι → ℤ} {x : ι → n → ℝ} {R : Matrix n n ℝ} {t : n → ℝ}
    {p : Equiv.Perm ι} (h : IsSymmetry q x R t p) (hq : ∑ j, q j = 0) :
    (R - 1) *ᵥ dipole q x ∈ lattice n := by
  -- relabelling the ions leaves the dipole unchanged
  have hperm : ∑ j, q j • x (p j) = dipole q x := by
    unfold dipole
    rw [← Equiv.sum_comp p (fun j => q j • x j)]
    exact Finset.sum_congr rfl fun j _ => by rw [h.charge j]
  have hR : ∑ j, q j • (R *ᵥ x j) = R *ᵥ dipole q x := by
    symm
    change R.mulVecLin (∑ j, q j • x j) = ∑ j, q j • R.mulVecLin (x j)
    rw [map_sum]
    exact Finset.sum_congr rfl fun j _ => map_zsmul _ _ _
  -- neutrality removes the translation
  have ht : ∑ j, q j • t = 0 := by rw [← Finset.sum_smul, hq, zero_smul]
  have hsum : ∑ j, q j • (x (p j) - (R *ᵥ x j + t)) = dipole q x - R *ᵥ dipole q x := by
    simp only [smul_sub, smul_add, Finset.sum_sub_distrib, Finset.sum_add_distrib,
      hperm, hR, ht, add_zero]
  have e : (R - 1) *ᵥ dipole q x = -∑ j, q j • (x (p j) - (R *ᵥ x j + t)) := by
    rw [hsum, Matrix.sub_mulVec, Matrix.one_mulVec, neg_sub]
  rw [e]
  exact neg_mem (sum_mem fun j _ => zsmul_mem (h.position j) (q j))
```

Q: Then inversion is just R = −1?

A: Yes. The theorem gives −P − P = m with m an integer vector, so P = −m/2. The proof reads this off component by component, which is why it supplies `-m i` as the numerator.

```lean
/-- In a neutral crystal with integer charges and an inversion symmetry `x ↦ -x + t`, every
component of the dipole is half an integer number. -/
theorem dipole_inversion {q : ι → ℤ} {x : ι → n → ℝ} {t : n → ℝ} {p : Equiv.Perm ι}
    (h : IsSymmetry q x (-1) t p) (hq : ∑ j, q j = 0) :
    ∃ m : n → ℤ, ∀ i, dipole q x i = (m i : ℝ) / 2 := by
  have hP := dipole_symmetry h hq
  rw [Matrix.sub_mulVec, Matrix.neg_mulVec, Matrix.one_mulVec] at hP
  have hP' : ∀ i, ∃ k : ℤ, (-dipole q x - dipole q x) i = (k : ℝ) := hP
  choose m hm using hP'
  refine ⟨fun i => -m i, fun i => ?_⟩
  have hi := hm i
  simp only [Pi.sub_apply, Pi.neg_apply] at hi
  push_cast
  linarith
```

Q: Perhaps the half-integer values never occur, and P is always an integer vector.

A: They all occur. For any integer vector m, put +1 at m/2 and −1 at the origin, with t = 0 and each ion mapped to itself. The first ion has g = m/2 + m/2 = m, the second has g = 0, and P = m/2. The proof checks the two ions separately, then the total charge and the dipole. If every component of m is even, the two charges share a site modulo the lattice, which the definitions allow.

```lean
/-- Every half-integer dipole `m / 2` occurs: charges `+1` at `m / 2` and `-1` at the origin form
a neutral cell that is symmetric under `x ↦ -x` and has this dipole. -/
theorem dipole_inversion_witness (m : n → ℤ) :
    IsSymmetry ![1, -1] ![fun i => (m i : ℝ) / 2, 0] (-1) 0 (Equiv.refl (Fin 2)) ∧
      ∑ j, (![1, -1] : Fin 2 → ℤ) j = 0 ∧
      dipole ![1, -1] ![fun i => (m i : ℝ) / 2, 0] = fun i => (m i : ℝ) / 2 := by
  refine ⟨⟨fun _ => rfl, Fin.forall_fin_two.2 ⟨fun i => ⟨m i, ?_⟩, fun i => ⟨0, ?_⟩⟩⟩, ?_, ?_⟩
  · simp [Matrix.neg_mulVec]
  · simp
  · simp [Fin.sum_univ_two]
  · ext i
    simp [dipole, Fin.sum_univ_two]
```

Q: What about operations other than inversion?

A: Let M be the integer matrix of the operation and A = M − 1. The main theorem gives A P = m for some integer vector m. Multiplying by the adjugate of A, which also has integer entries, gives

det(A) P = adj(A) m

If det(A) ≠ 0, P is an integer vector divided by det(A). The condition means that the operation leaves no direction fixed. In three dimensions, a mirror or a rotation about an axis fails it, and P along a fixed direction is then not restricted by this argument. In the proof, `hadj` is the adjugate identity, `hdet` is the displayed equation, and `hc` confirms that its right side is an integer vector.

```lean
/-- For a neutral crystal with integer charges and a symmetry whose integer matrix `M` satisfies
`det (M - 1) ≠ 0`, the dipole is an integer vector divided by `det (M - 1)`. -/
theorem dipole_quantised {q : ι → ℤ} {x : ι → n → ℝ} {M : Matrix n n ℤ} {t : n → ℝ}
    {p : Equiv.Perm ι} (h : IsSymmetry q x ((Int.castRingHom ℝ).mapMatrix M) t p)
    (hq : ∑ j, q j = 0) (hM : (M - 1).det ≠ 0) :
    ∃ m : n → ℤ, ∀ i, dipole q x i = (m i : ℝ) / ((M - 1).det : ℝ) := by
  have hP := dipole_symmetry h hq
  rw [← map_one (Int.castRingHom ℝ).mapMatrix, ← map_sub] at hP
  generalize M - 1 = A at hP hM ⊢
  have hP' : ∀ i, ∃ k : ℤ,
      ((Int.castRingHom ℝ).mapMatrix A *ᵥ dipole q x) i = (k : ℝ) := hP
  choose m hm using hP'
  -- the adjugate of an integer matrix is again an integer matrix
  have hadj : (Int.castRingHom ℝ).mapMatrix A.adjugate * (Int.castRingHom ℝ).mapMatrix A
      = (A.det : ℝ) • (1 : Matrix n n ℝ) := by
    rw [← map_mul, Matrix.adjugate_mul]
    ext i j
    simp only [RingHom.mapMatrix_apply, Matrix.map_apply, Matrix.smul_apply,
      Matrix.one_apply, smul_eq_mul]
    by_cases hij : i = j <;> simp [hij]
  have hdet : (A.det : ℝ) • dipole q x
      = (Int.castRingHom ℝ).mapMatrix A.adjugate *ᵥ (fun i => (m i : ℝ)) := by
    rw [← funext hm, Matrix.mulVec_mulVec, hadj, Matrix.smul_mulVec, Matrix.one_mulVec]
  refine ⟨A.adjugate *ᵥ m, fun i => ?_⟩
  have hA : (A.det : ℝ) ≠ 0 := Int.cast_ne_zero.mpr hM
  have hi := congrFun hdet i
  have hc : ((Int.castRingHom ℝ).mapMatrix A.adjugate *ᵥ (fun i => (m i : ℝ))) i
      = (((A.adjugate *ᵥ m) i : ℤ) : ℝ) := by
    simp [Matrix.mulVec, dotProduct]
  rw [hc, Pi.smul_apply, smul_eq_mul] at hi
  rw [eq_div_iff hA, mul_comm]
  exact hi
```

Q: Does a fourfold rotation of the plane give more than the determinant does?

A: Yes. Take the lattice vectors along the sides of the square cell, so that R sends (x, y) to (−y, x). Then det(R − 1) = 2, which only says that both components are multiples of 1/2. Writing out (R − 1) P = (a, b), with components numbered from 0 as in the code,

−P_0 − P_1 = a
P_0 − P_1 = b

Hence P_0 = (b − a)/2 and P_1 = P_0 − b. The components agree modulo integers, so (1/2, 0) is excluded. The proof extracts a and b and solves the same two equations.

```lean
/-- In a neutral planar crystal with integer charges and the fourfold symmetry
`(x, y) ↦ (-y, x) + t` in fractional coordinates, the first component of the dipole is half an
integer number and the second differs from it by an integer. -/
theorem dipole_fourfold {q : ι → ℤ} {x : ι → Fin 2 → ℝ} {t : Fin 2 → ℝ} {p : Equiv.Perm ι}
    (h : IsSymmetry q x !![0, -1; 1, 0] t p) (hq : ∑ j, q j = 0) :
    ∃ k l : ℤ, dipole q x 0 = (k : ℝ) / 2 ∧ dipole q x 1 = (k : ℝ) / 2 + l := by
  have hP := dipole_symmetry h hq
  rw [Matrix.sub_mulVec, Matrix.one_mulVec] at hP
  obtain ⟨a, ha⟩ := hP 0
  obtain ⟨b, hb⟩ := hP 1
  simp [dotProduct, Fin.sum_univ_two] at ha hb
  refine ⟨b - a, -b, ?_, ?_⟩ <;> push_cast <;> linarith

end CrystalDipoleQuantisation
```

Q: My electrons are not point charges.

A: No, and no wavefunction or Berry phase appears here. The result bears on an electronic-structure calculation of an insulator when nuclei and Wannier centres are treated as integer point charges and the symmetry permutes them modulo the lattice; that permutation is assumed, not derived. Born effective charges are generally not integers, so they can't play the role of q_j.

```lean
#print axioms CrystalDipoleQuantisation.dipole_change_of_cell
#print axioms CrystalDipoleQuantisation.dipole_inversion
#print axioms CrystalDipoleQuantisation.dipole_quantised
#print axioms CrystalDipoleQuantisation.dipole_fourfold
```

```
'CrystalDipoleQuantisation.dipole_change_of_cell' depends on axioms: [propext, Classical.choice, Quot.sound]
'CrystalDipoleQuantisation.dipole_inversion' depends on axioms: [propext, Classical.choice, Quot.sound]
'CrystalDipoleQuantisation.dipole_quantised' depends on axioms: [propext, Classical.choice, Quot.sound]
'CrystalDipoleQuantisation.dipole_fourfold' depends on axioms: [propext, Classical.choice, Quot.sound]
```
